# For consecutive first-order steps with 0 < k₁ < k₂, the relative quasi-steady-state error tends to k₁/(k₂ − k₁)

Let A → I → products have rate constants $0<k_1<k_2$, and let it start from reactant A alone. At every time $t\ge 0$ the concentration of I then deviates from its quasi-steady-state value by the relative amount $(\varepsilon-\exp(-(k_2-k_1)t))/(1-\varepsilon)$ with $\varepsilon=k_1/k_2$, which tends to $\varepsilon/(1-\varepsilon)=k_1/(k_2-k_1)$.

```lean
import Mathlib

open Filter Topology

namespace QuasiSteadyStateError

noncomputable section

/-- Concentrations `A` and `I` on `t ≥ 0` for the consecutive first-order steps
A → I → products, starting from `A₀` of reactant and no intermediate. -/
structure ConsecutiveKinetics (k₁ k₂ A₀ : ℝ) (A I : ℝ → ℝ) : Prop where
  reactant_init : A 0 = A₀
  intermediate_init : I 0 = 0
  reactant_rate : ∀ t, 0 ≤ t → HasDerivWithinAt A (-k₁ * A t) (Set.Ici 0) t
  intermediate_rate : ∀ t, 0 ≤ t →
    HasDerivWithinAt I (k₁ * A t - k₂ * I t) (Set.Ici 0) t

/-- The quasi-steady-state concentration of the intermediate, at which its formation
and consumption rates balance. -/
def qssIntermediate (k₁ k₂ : ℝ) (A : ℝ → ℝ) (t : ℝ) : ℝ := k₁ * A t / k₂

/-- The deviation of the true intermediate concentration from its quasi-steady-state
value, relative to the latter. -/
def qssError (k₁ k₂ : ℝ) (A I : ℝ → ℝ) (t : ℝ) : ℝ :=
  (I t - qssIntermediate k₁ k₂ A t) / qssIntermediate k₁ k₂ A t

/-- The time derivative of the exponential `exp (c s)`. -/
lemma hasDerivAt_exp_mul (c s : ℝ) :
    HasDerivAt (fun x : ℝ => Real.exp (c * x)) (Real.exp (c * s) * c) s := by
  have h := ((hasDerivAt_id' s).const_mul c).exp
  exact h.congr_deriv (by ring)

/-- A quantity that obeys a first-order decay law on `t ≥ 0` is its initial value times
a decaying exponential. -/
theorem first_order_decay {k : ℝ} {y : ℝ → ℝ}
    (hy : ∀ t, 0 ≤ t → HasDerivWithinAt y (-k * y t) (Set.Ici 0) t)
    {t : ℝ} (ht : 0 ≤ t) : y t = y 0 * Real.exp (-k * t) := by
  -- the product `y exp (k s)` does not change in time
  have hz : ∀ s, 0 ≤ s →
      HasDerivWithinAt (fun x => y x * Real.exp (k * x)) 0 (Set.Ici 0) s := by
    intro s hs
    have h := (hy s hs).mul (hasDerivAt_exp_mul k s).hasDerivWithinAt
    have h0 : -k * y s * Real.exp (k * s) + y s * (Real.exp (k * s) * k) = 0 := by ring
    exact h.congr_deriv h0
  have hc := constant_of_has_deriv_right_zero (a := 0) (b := t)
    (f := fun x => y x * Real.exp (k * x))
    (fun s hs => (hz s hs.1).continuousWithinAt.mono Set.Icc_subset_Ici_self)
    (fun s hs => (hz s hs.1).mono (Set.Ici_subset_Ici.mpr hs.1)) t ⟨ht, le_rfl⟩
  have hc' : y t * Real.exp (k * t) = y 0 := by simpa using hc
  have h0 : k * t + -k * t = 0 := by ring
  rw [← hc', mul_assoc, ← Real.exp_add, h0, Real.exp_zero, mul_one]

variable {k₁ k₂ A₀ : ℝ} {A I : ℝ → ℝ}

/-- The combination `(k₂ - k₁) I - k₁ A` of the two concentrations decays as a single
exponential with rate constant `k₂`. -/
theorem decoupled_mode (h : ConsecutiveKinetics k₁ k₂ A₀ A I) {t : ℝ} (ht : 0 ≤ t) :
    (k₂ - k₁) * I t - k₁ * A t = -k₁ * A₀ * Real.exp (-k₂ * t) := by
  have hJ : ∀ s, 0 ≤ s → HasDerivWithinAt (fun x => (k₂ - k₁) * I x - k₁ * A x)
      (-k₂ * ((k₂ - k₁) * I s - k₁ * A s)) (Set.Ici 0) s := by
    intro s hs
    have h1 := ((h.intermediate_rate s hs).const_mul (k₂ - k₁)).sub
      ((h.reactant_rate s hs).const_mul k₁)
    exact h1.congr_deriv (by ring)
  have h2 := first_order_decay hJ ht
  simp only [h.reactant_init, h.intermediate_init] at h2
  linear_combination h2

/-- For distinct positive rate constants and `A₀ > 0`, every solution has the relative
quasi-steady-state error `(e - exp (-(k₂ - k₁) t)) / (1 - e)` with `e = k₁ / k₂`, at all times `t ≥
0`. -/
theorem qssError_eq (h : ConsecutiveKinetics k₁ k₂ A₀ A I) (hk₁ : 0 < k₁) (hk₂ : 0 < k₂)
    (hne : k₁ ≠ k₂) (hA₀ : 0 < A₀) {t : ℝ} (ht : 0 ≤ t) :
    qssError k₁ k₂ A I t =
      (k₁ / k₂ - Real.exp (-(k₂ - k₁) * t)) / (1 - k₁ / k₂) := by
  have hd : k₂ - k₁ ≠ 0 := sub_ne_zero.mpr hne.symm
  have hA : A t = A₀ * Real.exp (-k₁ * t) := by
    rw [← h.reactant_init]
    exact first_order_decay h.reactant_rate ht
  have hAt : A t ≠ 0 := by
    rw [hA]
    positivity
  have hE : Real.exp (-k₂ * t) =
      Real.exp (-k₁ * t) * Real.exp (-(k₂ - k₁) * t) := by
    rw [← Real.exp_add]
    congr 1
    ring
  -- solve the decoupled mode for the intermediate
  have hI : I t = k₁ * A t * (1 - Real.exp (-(k₂ - k₁) * t)) / (k₂ - k₁) := by
    rw [eq_div_iff hd]
    linear_combination decoupled_mode h ht
      + k₁ * Real.exp (-(k₂ - k₁) * t) * hA - k₁ * A₀ * hE
  have key : ∀ a x : ℝ, a ≠ 0 →
      (k₁ * a * (1 - x) / (k₂ - k₁) - k₁ * a / k₂) / (k₁ * a / k₂) =
        (k₁ / k₂ - x) / (1 - k₁ / k₂) := by
    intro a x ha
    have h1 : 1 - k₁ / k₂ = (k₂ - k₁) / k₂ := by
      rw [sub_div, div_self hk₂.ne']
    rw [h1]
    field_simp
    ring
  unfold qssError qssIntermediate
  rw [hI]
  exact key (A t) _ hAt

/-- If the rate constant of consumption exceeds that of formation (`k₁ < k₂`), the relative
quasi-steady-state error tends to `e / (1 - e)` with `e = k₁ / k₂`. -/
theorem qssError_tendsto (h : ConsecutiveKinetics k₁ k₂ A₀ A I) (hk₁ : 0 < k₁)
    (hlt : k₁ < k₂) (hA₀ : 0 < A₀) :
    Tendsto (qssError k₁ k₂ A I) atTop (𝓝 ((k₁ / k₂) / (1 - k₁ / k₂))) := by
  have hneg : -(k₂ - k₁) < 0 := by linarith
  have hexp : Tendsto (fun t : ℝ => Real.exp (-(k₂ - k₁) * t)) atTop (𝓝 0) :=
    Real.tendsto_exp_atBot.comp (tendsto_id.const_mul_atTop_of_neg hneg)
  have h2 := (hexp.const_sub (k₁ / k₂)).div_const (1 - k₁ / k₂)
  rw [sub_zero] at h2
  refine h2.congr' ?_
  filter_upwards [eventually_ge_atTop (0 : ℝ)] with t ht
  exact (qssError_eq h hk₁ (hk₁.trans hlt) hlt.ne hA₀ ht).symm

/-- During each induction time `1 / (k₂ - k₁)` the distance of the relative error from
`e / (1 - e)`, with `e = k₁ / k₂`, shrinks by the factor `exp (-1)`. -/
theorem qssError_induction_time (h : ConsecutiveKinetics k₁ k₂ A₀ A I) (hk₁ : 0 < k₁)
    (hlt : k₁ < k₂) (hA₀ : 0 < A₀) {t : ℝ} (ht : 0 ≤ t) :
    qssError k₁ k₂ A I (t + 1 / (k₂ - k₁)) - (k₁ / k₂) / (1 - k₁ / k₂) =
      Real.exp (-1) * (qssError k₁ k₂ A I t - (k₁ / k₂) / (1 - k₁ / k₂)) := by
  have hd : 0 < k₂ - k₁ := sub_pos.mpr hlt
  have ht' : 0 ≤ t + 1 / (k₂ - k₁) := by positivity
  have hE : Real.exp (-(k₂ - k₁) * (t + 1 / (k₂ - k₁))) =
      Real.exp (-1) * Real.exp (-(k₂ - k₁) * t) := by
    rw [← Real.exp_add]
    congr 1
    have h1 : (k₂ - k₁) * (1 / (k₂ - k₁)) = 1 := mul_one_div_cancel hd.ne'
    linear_combination -h1
  rw [qssError_eq h hk₁ (hk₁.trans hlt) hlt.ne hA₀ ht',
    qssError_eq h hk₁ (hk₁.trans hlt) hlt.ne hA₀ ht, hE]
  ring

/-- If the rate constant of consumption is smaller than that of formation (`k₂ < k₁`), the relative
quasi-steady-state error grows without bound. -/
theorem qssError_diverges (h : ConsecutiveKinetics k₁ k₂ A₀ A I) (hk₂ : 0 < k₂)
    (hlt : k₂ < k₁) (hA₀ : 0 < A₀) :
    Tendsto (qssError k₁ k₂ A I) atTop atTop := by
  have hpos : 0 < -(k₂ - k₁) := by linarith
  have hexp : Tendsto (fun t : ℝ => Real.exp (-(k₂ - k₁) * t)) atTop atTop :=
    Real.tendsto_exp_atTop.comp (tendsto_id.const_mul_atTop hpos)
  have he : 0 < (k₁ / k₂ - 1)⁻¹ :=
    inv_pos.mpr (sub_pos.mpr ((one_lt_div hk₂).mpr hlt))
  have h2 : Tendsto (fun t : ℝ =>
      (Real.exp (-(k₂ - k₁) * t) + -(k₁ / k₂)) * (k₁ / k₂ - 1)⁻¹) atTop atTop :=
    (tendsto_atTop_add_const_right atTop (-(k₁ / k₂)) hexp).atTop_mul_const he
  refine h2.congr' ?_
  filter_upwards [eventually_ge_atTop (0 : ℝ)] with t ht
  have h1 : 1 - k₁ / k₂ = -(k₁ / k₂ - 1) := by ring
  rw [qssError_eq h (hk₂.trans hlt) hk₂ hlt.ne' hA₀ ht, h1, div_neg]
  ring

/-- For `k₁ = 1`, `k₂ = 2` and unit initial reactant, the concentrations `exp (-t)` and
`exp (-t) - exp (-2 t)` satisfy the consecutive rate equations. -/
theorem consecutiveKinetics_witness :
    ConsecutiveKinetics 1 2 1 (fun t => Real.exp (-t))
      (fun t => Real.exp (-t) - Real.exp (-2 * t)) := by
  have h1 : ∀ t : ℝ, HasDerivAt (fun s : ℝ => Real.exp (-s)) (-Real.exp (-t)) t := by
    intro t
    simpa using hasDerivAt_exp_mul (-1) t
  refine ⟨by simp, by simp, fun t _ => ?_, fun t _ => ?_⟩
  · exact (h1 t).hasDerivWithinAt.congr_deriv
      (show -Real.exp (-t) = -1 * Real.exp (-t) by ring)
  · exact ((h1 t).sub (hasDerivAt_exp_mul (-2) t)).hasDerivWithinAt.congr_deriv
      (show -Real.exp (-t) - Real.exp (-2 * t) * (-2) =
        1 * Real.exp (-t) - 2 * (Real.exp (-t) - Real.exp (-2 * t)) by ring)

end

end QuasiSteadyStateError
```

```lean
#print axioms QuasiSteadyStateError.qssError_tendsto
#print axioms QuasiSteadyStateError.qssError_induction_time
#print axioms QuasiSteadyStateError.qssError_diverges
```

```
'QuasiSteadyStateError.qssError_tendsto' depends on axioms: [propext, Classical.choice, Quot.sound]
'QuasiSteadyStateError.qssError_induction_time' depends on axioms: [propext, Classical.choice, Quot.sound]
'QuasiSteadyStateError.qssError_diverges' depends on axioms: [propext, Classical.choice, Quot.sound]
```

## Rate equations and the error they define

Write $A(t)$ and $I(t)$ for the concentrations of reactant and intermediate. The structure `ConsecutiveKinetics k₁ k₂ A₀ A I` says that they satisfy

$$A'=-k_1A,\qquad I'=k_1A-k_2I,\qquad A(0)=A_0,\qquad I(0)=0$$

for $t\ge 0$. The derivatives are taken within `Set.Ici 0`, the half-line $[0,\infty)$, so they are one-sided at $t=0$ and ordinary afterwards. No formula for $A$ or $I$ is assumed, and the theorems therefore apply to every solution.

The constants $k_1$ and $k_2$ stand for the probabilities per unit time that a molecule of A or of I reacts. Keeping them fixed means constant temperature and no dependence on composition or surface coverage. Both steps are irreversible, and the mixture is uniform, closed and of constant volume. Concentrations and times are real numbers without units.

Setting $I'=0$ gives the quasi-steady-state value $I_{\rm qss}(t)=k_1A(t)/k_2$, which is `qssIntermediate`. It follows the falling reactant concentration. The function `qssError` is

$$\delta(t)=\frac{I(t)-I_{\rm qss}(t)}{I_{\rm qss}(t)}=\frac{k_2I(t)}{k_1A(t)}-1 .$$

A positive $\delta$ means that there is more intermediate than the approximation predicts.

`qssError_eq` gives the formula for $\delta$ whenever $k_1,k_2,A_0>0$ and $k_1\neq k_2$. For $k_1<k_2$, `qssError_tendsto` gives the limit, and `qssError_induction_time` says that the distance from it shrinks by the factor $\exp(-1)$ during each induction time $1/(k_2-k_1)$. For $k_2<k_1$, `qssError_diverges` says that $\delta\to+\infty$.

In microkinetic simulations, where rate constants often come from computed barriers, the formula tells how far the true concentration of an intermediate that is eliminated algebraically lies from the approximate one, as a fraction of the approximate one, for this linear, irreversible two-step scheme.

## From the rate equations to the error

First let $y'=-ky$ on $t\ge 0$. Then

$$\frac{d}{dt}\left(y\,\exp(kt)\right)=-ky\exp(kt)+ky\exp(kt)=0,$$

so $y(t)=y(0)\exp(-kt)$. In particular, $A(t)=A_0\exp(-k_1t)$, which is never zero.

Next take the combination $J=(k_2-k_1)I-k_1A$. Its derivative is

$$J'=(k_2-k_1)(k_1A-k_2I)+k_1^2A=k_1k_2A-k_2(k_2-k_1)I=-k_2J .$$

Since $J(0)=-k_1A_0$, the first step gives $J(t)=-k_1A_0\exp(-k_2t)$. With $x(t)=\exp(-(k_2-k_1)t)$ we have $A_0\exp(-k_2t)=A(t)\,x(t)$, and hence

$$I=\frac{k_1A(1-x)}{k_2-k_1}.$$

Division by $I_{\rm qss}=k_1A/k_2$ cancels the reactant concentration:

$$\delta=\frac{k_2(1-x)}{k_2-k_1}-1=\frac{1-x}{1-\varepsilon}-1=\frac{\varepsilon-x}{1-\varepsilon}.$$

At $t=0$ this is $-1$, because no intermediate is present. If $k_1<k_2$, then $x\to0$ and $\delta\to\varepsilon/(1-\varepsilon)$. The remaining distance is

$$\delta-\frac{\varepsilon}{1-\varepsilon}=-\frac{x}{1-\varepsilon},$$

and $x(t+1/(k_2-k_1))=\exp(-1)\,x(t)$ gives the contraction. If $k_2<k_1$, then $\delta=(x-\varepsilon)/(\varepsilon-1)$ has a positive denominator and $x\to\infty$, so $\delta$ diverges.

## The same steps in Lean

`first_order_decay` carries out the first step. It differentiates the product with the help of `hasDerivAt_exp_mul`, and `constant_of_has_deriv_right_zero` then turns a vanishing right derivative on $[0,t]$ into equality of the values at $0$ and $t$.

`decoupled_mode` applies this lemma to $J$; `ring` checks that $J'=-k_2J$.

In `qssError_eq`, `hA` is the solution for $A$ and `hE` splits the exponential. `linear_combination` combines them with the decoupled mode to give `hI`, the expression for $I$. The auxiliary identity `key` is the final division, with the nonzero concentration as a free variable.

The two limit theorems first find the limit of the explicit expression. They then transfer it to `qssError` with `congr'`, which needs agreement only at late times; the formula supplies it for $t\ge0$. The induction-time theorem uses the formula at both times.

`consecutiveKinetics_witness` verifies an explicit solution for $k_1=1$, $k_2=2$, $A_0=1$, so the hypotheses of the theorems for $k_1<k_2$ can be satisfied. There $\delta=1-2\exp(-t)$, and the intermediate approaches twice its quasi-steady-state value.

## Starting with intermediate already present

The formula for $\delta$ needs $I(0)=0$. Keep $k_1=1$, $k_2=2$ and $A_0=1$, but start with $I(0)=1$. Then $A=I=\exp(-t)$ solves the rate equations, since $I'=\exp(-t)-2\exp(-t)=-\exp(-t)$. Now $I_{\rm qss}=\exp(-t)/2$ and $\delta=1$ at all times, whereas the formula would give $-1$ at $t=0$. In this example the limit is unchanged and the transient is absent.

## Measuring the error relative to the true concentration

The deviation could also be divided by $I$ instead of $I_{\rm qss}$. For $t>0$ the same algebra gives

$$\frac{I-I_{\rm qss}}{I}=\frac{\varepsilon-x}{1-x}.$$

This tends to $\varepsilon$ when $k_1<k_2$, and to $1$ instead of infinity when $k_2<k_1$. The price is that the error is undefined at $t=0$, where $I=0$, and that its distance from the plateau no longer shrinks by exactly $\exp(-1)$ per induction time.
